# On a ring of N sites, a one-site shift multiplies the MPS excitation ansatz by w⁻¹ when w^N = 1

On a ring of two sites, let ψ₀ and ψ₁ be the periodic matrix product states (MPS) with a tensor B at site 0 or at site 1 and a tensor A at the other site; a shift by one site exchanges them, so ψ₀ − ψ₁ becomes ψ₁ − ψ₀, which is −1 times the original. The file below proves the corresponding statement for N sites, with phases w^k in place of the signs +1 and −1.

```lean
import Mathlib

open Matrix

namespace MPSExcitationAnsatz

noncomputable section

variable {n d D : ℕ}

/-- A state of a ring of `n + 1` sites with `d` levels each, given by its amplitudes. -/
abbrev State (n d : ℕ) := (Fin (n + 1) → Fin d) → ℂ

/-- One matrix of bond dimension `D` for each of the `d` local levels. -/
abbrev Tensor (d D : ℕ) := Fin d → Matrix (Fin D) (Fin D) ℂ

/-- The one-site cyclic shift, which carries the content of site `k` to site `k + 1`. -/
def cyclicShift : State n d →ₗ[ℂ] State n d where
  toFun ψ := fun s => ψ (fun j => s (j + 1))
  map_add' _ _ := rfl
  map_smul' _ _ := rfl

/-- The periodic matrix product state with tensor `M j` at site `j`. -/
def ringMPS (M : Fin (n + 1) → Tensor d D) : State n d :=
  fun s => (List.ofFn fun j => M j (s j)).prod.trace

/-- The uniform periodic state of `A` with the tensor at site `k` replaced by `B`. -/
def defectMPS (A B : Tensor d D) (k : Fin (n + 1)) : State n d :=
  ringMPS fun j => if j = k then B else A

/-- The excitation ansatz: the defect `B` is superposed over all sites `k` with coefficient `w ^ k`.
-/
def excitation (A B : Tensor d D) (w : ℂ) : State n d :=
  ∑ k : Fin (n + 1), w ^ (k : ℕ) • defectMPS A B k

/-- The overlap of two states, conjugate-linear in the first. -/
def overlap (φ ψ : State n d) : ℂ := ∑ s, starRingEnd ℂ (φ s) * ψ s

/-- The trace of an ordered product around the ring does not depend on the starting site. -/
theorem trace_rotate (F : Fin (n + 1) → Matrix (Fin D) (Fin D) ℂ) :
    (List.ofFn fun j => F (j + 1)).prod.trace = (List.ofFn F).prod.trace := by
  rw [List.ofFn_succ', List.concat_eq_append, List.prod_append, List.prod_singleton,
    Matrix.trace_mul_comm, List.ofFn_succ, List.prod_cons]
  simp only [Fin.coeSucc_eq_succ, Fin.last_add_one]

/-- The cyclic shift moves every tensor of a periodic matrix product state by one site. -/
theorem shift_ringMPS (M : Fin (n + 1) → Tensor d D) :
    cyclicShift (ringMPS M) = ringMPS fun j => M (j - 1) := by
  funext s
  have h := trace_rotate fun j => M (j - 1) (s j)
  simp only [add_sub_cancel_right] at h
  exact h

/-- The cyclic shift moves a defect from site `k` to site `k + 1`, also across the boundary. -/
theorem shift_defectMPS (A B : Tensor d D) (k : Fin (n + 1)) :
    cyclicShift (defectMPS A B k) = defectMPS A B (k + 1) := by
  unfold defectMPS
  rw [shift_ringMPS]
  exact congrArg ringMPS (funext fun j => if_congr sub_eq_iff_eq_add rfl rfl)

/-- If `w ^ N = 1`, the phase `w ^ k` gains a factor `w` at every step around the ring. -/
theorem phase_step {w : ℂ} (hw : w ^ (n + 1) = 1) (k : Fin (n + 1)) :
    w ^ ((k + 1 : Fin (n + 1)) : ℕ) = w * w ^ (k : ℕ) := by
  rw [Fin.val_add_one]
  split_ifs with h
  · rw [h, Fin.val_last, pow_zero, ← pow_succ', hw]
  · rw [pow_succ']

/-- For `w ^ N = 1` the cyclic shift maps the excitation ansatz to `w⁻¹` times itself. -/
theorem shift_excitation (A B : Tensor d D) {w : ℂ} (hw : w ^ (n + 1) = 1) :
    cyclicShift (excitation (n := n) A B w) = w⁻¹ • excitation A B w := by
  have hw0 : w ≠ 0 := by
    rintro rfl
    simp at hw
  unfold excitation
  rw [map_sum, Finset.smul_sum]
  -- relabel the defect position on the right-hand side by one site
  refine Eq.trans ?_ (Equiv.sum_comp (Equiv.addRight (1 : Fin (n + 1)))
    (fun k => w⁻¹ • w ^ (k : ℕ) • defectMPS A B k))
  refine Finset.sum_congr rfl fun k _ => ?_
  have e : w⁻¹ * w ^ ((k + 1 : Fin (n + 1)) : ℕ) = w ^ (k : ℕ) := by
    rw [phase_step hw, ← mul_assoc, inv_mul_cancel₀ hw0, one_mul]
  rw [map_smul, shift_defectMPS]
  simp only [Equiv.coe_addRight, smul_smul, e]

/-- The cyclic shift preserves overlaps. -/
theorem overlap_shift (φ ψ : State n d) :
    overlap (cyclicShift φ) (cyclicShift ψ) = overlap φ ψ :=
  Equiv.sum_comp (Equiv.arrowCongr (Equiv.addRight (1 : Fin (n + 1))).symm
    (Equiv.refl (Fin d))) (fun s => starRingEnd ℂ (φ s) * ψ s)

/-- Excitations on the same background `A` with different phases `w` and `v`, both `N`-th roots of
unity, are orthogonal, whatever their defect tensors. -/
theorem excitation_orthogonal (A B C : Tensor d D) {w v : ℂ} (hw : w ^ (n + 1) = 1)
    (hv : v ^ (n + 1) = 1) (hne : w ≠ v) :
    overlap (excitation (n := n) A B w) (excitation A C v) = 0 := by
  have hv0 : v ≠ 0 := by
    rintro rfl
    simp at hv
  have hnorm : ‖w‖ = 1 := by
    refine (pow_eq_one_iff_of_nonneg (norm_nonneg w) (Nat.succ_ne_zero n)).1 ?_
    rw [← norm_pow, hw, norm_one]
  have hconj : starRingEnd ℂ w⁻¹ = w := by
    rw [map_inv₀]
    apply inv_eq_of_mul_eq_one_right
    rw [Complex.conj_mul', hnorm]
    norm_num
  have hsmul : ∀ (a b : ℂ) (φ ψ : State n d),
      overlap (a • φ) (b • ψ) = starRingEnd ℂ a * b * overlap φ ψ := by
    intro a b φ ψ
    simp only [overlap, Pi.smul_apply, smul_eq_mul, map_mul, Finset.mul_sum]
    refine Finset.sum_congr rfl fun s _ => ?_
    ring
  -- compare the overlap before and after the shift
  have h := overlap_shift (excitation (n := n) A B w) (excitation A C v)
  rw [shift_excitation A B hw, shift_excitation A C hv, hsmul, hconj] at h
  by_contra hO
  apply hne
  apply mul_right_cancel₀ hO
  calc w * overlap (excitation (n := n) A B w) (excitation A C v)
      = v * (w * v⁻¹ * overlap (excitation (n := n) A B w) (excitation A C v)) := by
        field_simp
    _ = v * overlap (excitation (n := n) A B w) (excitation A C v) := by rw [h]

/-- The tensor of bond dimension one that puts a site in level `a` of a two-level system. -/
def levelTensor (a : Fin 2) : Tensor 2 1 := fun s => if s = a then 1 else 0

/-- The configuration with level `1` at site `k` and level `0` elsewhere. -/
def oneFlip (k : Fin (n + 1)) : Fin (n + 1) → Fin 2 := fun j => if j = k then 1 else 0

/-- A flipped level on the uniform background has amplitude `w ^ k` to sit at site `k`. -/
theorem magnon_amplitude (w : ℂ) (k : Fin (n + 1)) :
    excitation (levelTensor 0) (levelTensor 1) w (oneFlip k) = w ^ (k : ℕ) := by
  have h : ∀ l : Fin (n + 1), defectMPS (levelTensor 0) (levelTensor 1) l (oneFlip k)
      = if l = k then 1 else 0 := by
    intro l
    by_cases hl : l = k
    · -- every matrix selected by the configuration is the unit matrix
      rw [if_pos hl, hl]
      have h1 : (fun j => (if j = k then levelTensor 1 else levelTensor 0) (oneFlip k j))
          = fun _ => (1 : Matrix (Fin 1) (Fin 1) ℂ) := by
        funext j
        by_cases hj : j = k <;> simp [hj, oneFlip, levelTensor]
      have h2 : (List.ofFn fun j =>
          (if j = k then levelTensor 1 else levelTensor 0) (oneFlip k j)).prod = 1 := by
        rw [h1, List.ofFn_const, List.prod_replicate, one_pow]
      calc defectMPS (levelTensor 0) (levelTensor 1) k (oneFlip k)
          = (1 : Matrix (Fin 1) (Fin 1) ℂ).trace := congrArg Matrix.trace h2
        _ = 1 := by simp
    · -- the matrix of the background tensor for level `1`, selected at site `k`, is zero
      rw [if_neg hl]
      have h2 : (List.ofFn fun j =>
          (if j = l then levelTensor 1 else levelTensor 0) (oneFlip k j)).prod = 0 :=
        List.prod_eq_zero (List.mem_ofFn.2
          ⟨k, by simp [Ne.symm hl, oneFlip, levelTensor]⟩)
      calc defectMPS (levelTensor 0) (levelTensor 1) l (oneFlip k)
          = (0 : Matrix (Fin 1) (Fin 1) ℂ).trace := congrArg Matrix.trace h2
        _ = 0 := by simp
  simp [excitation, Finset.sum_apply, h]

/-- For a single flipped level and `w ≠ 0`, the shift acts as `w⁻¹` exactly when `w ^ N = 1`. -/
theorem magnon_quantisation {w : ℂ} (hw : w ≠ 0) :
    cyclicShift (excitation (n := n) (levelTensor 0) (levelTensor 1) w)
      = w⁻¹ • excitation (levelTensor 0) (levelTensor 1) w ↔ w ^ (n + 1) = 1 := by
  refine ⟨fun h => ?_, fun h => shift_excitation _ _ h⟩
  have hs : (fun j : Fin (n + 1) => oneFlip (0 : Fin (n + 1)) (j + 1))
      = oneFlip (Fin.last n) := by
    funext j
    refine if_congr ⟨fun e => ?_, fun e => ?_⟩ rfl rfl
    · exact add_right_cancel (e.trans (Fin.last_add_one n).symm)
    · rw [e, Fin.last_add_one]
  -- compare the amplitudes of the flip on both sides of the boundary
  have h' : excitation (levelTensor 0) (levelTensor 1) w
      (fun j : Fin (n + 1) => oneFlip (0 : Fin (n + 1)) (j + 1))
      = w⁻¹ * excitation (levelTensor 0) (levelTensor 1) w (oneFlip (0 : Fin (n + 1))) :=
    congrFun h (oneFlip 0)
  rw [hs, magnon_amplitude, magnon_amplitude] at h'
  simp only [Fin.val_last, Fin.val_zero, pow_zero, mul_one] at h'
  rw [pow_succ, h', inv_mul_cancel₀ hw]

end

end MPSExcitationAnsatz
```

```lean
#print axioms MPSExcitationAnsatz.shift_ringMPS
#print axioms MPSExcitationAnsatz.excitation_orthogonal
#print axioms MPSExcitationAnsatz.magnon_quantisation
```

```
'MPSExcitationAnsatz.shift_ringMPS' depends on axioms: [propext, Classical.choice, Quot.sound]
'MPSExcitationAnsatz.excitation_orthogonal' depends on axioms: [propext, Classical.choice, Quot.sound]
'MPSExcitationAnsatz.magnon_quantisation' depends on axioms: [propext, Classical.choice, Quot.sound]
```

## States, tensors and the direction of the shift

The ring has N = n + 1 sites, labelled 0 to n, so it always has at least one site. Each site has d levels. A configuration s = (s₀, …, sₙ) assigns a level to every site, and a `State n d` gives a complex amplitude to every configuration. States are not required to be normalised.

A `Tensor d D` is a list of d complex D × D matrices, one for each level; D is the bond dimension. Given a tensor Mⱼ for each site j, `ringMPS M` is the state with amplitudes

ψ(s) = tr( M₀(s₀) M₁(s₁) ⋯ Mₙ(sₙ) ).

The trace closes the chain into a ring. `defectMPS A B k`, written ψₖ here, is the case with B at site k and A everywhere else. The excitation ansatz `excitation A B w` is

Φ = Σₖ w^k ψₖ, with k running from 0 to n.

The shift T, called `cyclicShift`, is the linear map

(Tψ)(s₀, …, sₙ) = ψ(s₁, …, sₙ, s₀).

The main theorem, `shift_excitation`, says that if w^N = 1, then

TΦ = w⁻¹ Φ

for all tensors A and B and all values of d and D. For N = 1 the hypothesis forces w = 1 and T is the identity, so the equation still holds.

The direction of T is easily misread. The formula seems to pull everything back by one site, which would suggest the eigenvalue w. But take a state whose only non-zero amplitude is at a configuration t. Then Tψ is non-zero at s exactly when s at site j + 1 equals t at site j, for every j. What was at site k is now at site k + 1, and the eigenvalue is w⁻¹.

## Momentum on the ring

The condition w^N = 1 expresses the periodic boundary: the phase must return to its starting value after one trip around the ring. Its solutions are w = e^(ip) with p = 2πm/N for an integer m, the allowed lattice momenta. The shift then has eigenvalue e^(−ip), just as a plane wave e^(ipk) is multiplied by e^(−ip) when it is moved forward by one site.

The ansatz describes a local disturbance B spread over a uniform background A. In variational calculations on a finite ring with a translation-invariant Hamiltonian, the theorem places each such single-site-defect trial state in a definite momentum sector. No Hamiltonian enters the file, so nothing is said about energies or about how well the ansatz approximates a true excitation.

The equation TΦ = w⁻¹Φ also holds for the zero vector, and Φ can vanish. If B = A, all the ψₖ are equal, and for an allowed w ≠ 1 the phases sum to zero. To call Φ an eigenvector, one has to know in addition that it is non-zero.

## Moving the defect by one site

The first step is the cyclic property of the trace. For any matrices F₀, …, Fₙ,

tr( F₁ F₂ ⋯ Fₙ F₀ ) = tr( F₀ F₁ ⋯ Fₙ ).

This is `trace_rotate`. Its proof splits the last factor off the left-hand product, moves it to the front with `Matrix.trace_mul_comm`, and recognises the ordered product on the right.

Now apply T to a periodic MPS whose tensors may differ from site to site:

(Tψ)(s) = tr( M₀(s₁) M₁(s₂) ⋯ Mₙ(s₀) )

= tr( Mₙ(s₀) M₀(s₁) ⋯ Mₙ₋₁(sₙ) ).

The tensor now at site j is the one that was at site j − 1, with site −1 understood as site n. This is `shift_ringMPS`. Lean obtains it by using `trace_rotate` on the matrices `M (j - 1) (s j)`.

If the only exceptional tensor is B at site k, it now stands where j − 1 = k, that is, at j = k + 1. Hence

Tψₖ = ψₖ₊₁,

where ψ with index N means ψ₀. This is `shift_defectMPS`. Arithmetic in `Fin (n + 1)` wraps around, so the step from site n to site 0 needs no separate treatment here.

## The phase at the boundary

The exponents do need that treatment, because w^k uses the ordinary number k between 0 and n. By linearity,

TΦ = Σₖ w^k ψₖ₊₁.

For k < n the coefficient is w^k = w⁻¹ w^(k+1), which is w⁻¹ times the coefficient of ψₖ₊₁ in Φ. For k = n the shifted state is ψ₀, whose coefficient in Φ is w^0 = 1. The coefficient in TΦ is w^n, and w^N = 1 gives

w^n = w⁻¹ w^N = w⁻¹.

So every term carries the same factor, and TΦ = w⁻¹Φ.

The lemma `phase_step` contains these two cases. It states that the phase at the next site is w times the phase at the present one, also when the next site is 0. In `shift_excitation`, `map_sum` takes T inside the sum, and `Equiv.sum_comp` relabels the defect position on the right-hand side from k to k + 1. The terms then agree one by one. The hypothesis also rules out w = 0, so w⁻¹ is a true inverse.

## Different momenta are orthogonal

The overlap of two states is

⟨φ, ψ⟩ = Σₛ φ(s)* ψ(s),

where the star denotes complex conjugation. T only permutes the configurations, so it preserves this sum; that is `overlap_shift`.

Take two ansatz states on the same background A: Φ with defect B and phase w, and Φ′ with defect C and phase v. Let w^N = v^N = 1 and w ≠ v, and write O = ⟨Φ, Φ′⟩. Taking absolute values in w^N = 1 gives |w| = 1, so the conjugate of w⁻¹ is w. Therefore

O = ⟨TΦ, TΦ′⟩ = (w⁻¹)* v⁻¹ O = w v⁻¹ O.

Multiplying by v gives (w − v) O = 0, and hence O = 0. The theorem `excitation_orthogonal` follows the same argument: `hconj` supplies the conjugate, `hsmul` takes the scalars out of the overlap, and the last lines assume O ≠ 0 and cancel it to reach w = v. The defects B and C may be entirely different.

## A single flipped level on three sites

With bond dimension one the matrices are numbers. `levelTensor a` is 1 on level a and 0 on the other level of a two-level system. Taking A = `levelTensor 0` and B = `levelTensor 1` gives a single flipped level travelling over a uniform background, a magnon in spin language.

The theorem `magnon_amplitude` says that the amplitude of the configuration `oneFlip k`, with the flip at site k, is w^k. In the sum for Φ, the term with its defect at k is a product of ones. Every other term has the background tensor at site k, where it meets level 1 and gives 0. The amplitude at site 0 is 1 for every w, so this Φ is never zero.

For N = 3 and w = ω = e^(2πi/3), the amplitudes for a flip at sites 0, 1 and 2 are

(1, ω, ω²).

The shift moves each amplitude one site forward, which gives

(ω², 1, ω) = ω⁻¹ (1, ω, ω²),

since ω⁻¹ = ω². All other configurations have amplitude zero, so the norm is √3, and the normalised amplitudes are (1, ω, ω²)/√3.

Now try w = −1 on the same ring, where w³ = −1. The amplitudes (1, −1, 1) are shifted to (1, 1, −1), while w⁻¹ times the original is (−1, 1, −1). The two vectors differ, and the eigenvalue equation fails.

The theorem `magnon_quantisation` makes this general for the magnon: for w ≠ 0, the equation TΦ = w⁻¹Φ holds exactly when w^N = 1. One direction is the main theorem. For the other, compare both sides at the configuration with the flip at site 0. On the left, T reads the amplitude of a flip at site n, which is w^n; on the right stands w⁻¹ · 1. Thus

w^n = w⁻¹,

and multiplying by w gives w^N = 1. In Lean, `hs` identifies the shifted configuration and `magnon_amplitude` supplies both values.

This equivalence belongs to the magnon and does not extend to all tensors. With B = 0 the ansatz is the zero vector, and the equation then holds for every w ≠ 0.
